# Screening by a constant plus a bounded residual: exchange of orthonormal orbitals shifts by at most the bound, self-repulsion by the constant up to the bound

## Why a pointwise estimate misleads

Suppose a screened interaction $W$ lies below the bare interaction $v$ by roughly a constant $c$, within a tolerance $h$. Bounding $|v-W|$ by $|c|+h$ at every pair of points lets the exchange integral $J$ move as far as the self-repulsion $U$, and suggests reducing both alike. For orthonormal real orbitals on a finite grid that estimate is too weak: $c$ acts on $U$ in full and not at all on $J$. This bears on Hubbard and Hund parameters from constrained RPA, for a static real kernel whose near-constant reduction is assumed and not computed from a polarisation.

## Grid, kernels and parameters

The grid is a finite set $\iota$ with points $x,y$. Densities $p,q$ and orbitals $f,g$ are real functions on it. A kernel $k(x,y)$ defines
$$(p|k|q)=\sum_{x,y}p(x)\,k(x,y)\,q(y),$$
which is `interaction k p q`, with no factor $1/2$ and with any volume element absorbed into the orbitals. The definition `screened v c d` is $W=v-c-d$. The constant $c$ stands for the part of the screening potential that is uniform over the grid, the residual $d(x,y)$ for its spatial variation, and `hd` bounds it by $|d(x,y)|\le h$ everywhere.

The parameters are $U_k=(f^2|k|f^2)$, written `direct k f f`, the inter-orbital $U'_k=(f^2|k|g^2)$, written `direct k f g`, and $J_k=(fg|k|fg)$, written `exchange k f g`. `OrthonormalPair f g` says $\sum f^2=\sum g^2=1$ and $\sum fg=0$.

## The bounds

For such a pair, `screening_exchange_and_self_repulsion` states
$$|J_v-J_W|\le h,\qquad c-h\le U_v-U_W\le c+h,$$
and `effective_parameter_drop` states $|(U_v-J_v)-(U_W-J_W)-c|\le 2h$. The kernels $v$ and $d$ need no symmetry, and $c$ may have either sign, so the lower bound forces an actual decrease of $U$ only when $c>h$. Frequency dependence, spin, complex orbitals and the continuum are not treated.

## Charge counting

1. Since $v-W=c+d$, linearity gives
$$(p|v|q)-(p|W|q)=c\Big(\sum_x p(x)\Big)\Big(\sum_y q(y)\Big)+(p|d|q).$$
2. The triangle inequality and $|d|\le h$ give $|(p|d|q)|\le\sum_{x,y}|p(x)|\,h\,|q(y)|=h\big(\sum|p|\big)\big(\sum|q|\big)$.
3. From $(|f|-|g|)^2\ge0$ follows $2|fg|\le f^2+g^2$ at each point, and summing gives $\sum|fg|\le1$ for normalised orbitals.
4. Normalisation makes the grid nonempty, so $|d|\le h$ implies $h\ge0$. For $p=q=fg$ the total charge vanishes, so $J_v-J_W=(fg|d|fg)$ and $|J_v-J_W|\le h\big(\sum|fg|\big)^2\le h$.
5. For $p=f^2$, $q=g^2$ both densities are nonnegative with unit charge, so $U'_v-U'_W-c=(f^2|d|g^2)$ has modulus at most $h$. Orthogonality is not used, so $g=f$ is allowed and gives the interval for $U$.
6. Subtracting step 4 from step 5 with $g=f$ adds the two errors, which gives $2h$. This last bound is not sharp: the combined error is $\sum_{x,y}d(x,y)\,f(x)f(y)\,[f(x)f(y)-g(x)g(y)]$, and the Cauchy–Schwarz inequality with orthonormality bounds its modulus by $\sqrt2\,h$. That refinement is not formalised here.

## Residuals that attain the separate bounds on $U$ and $J$

For $h\ge0$ the constant residual $d=-h$ obeys $|d|\le h$ and makes $W=v-(c-h)$, and step 1 gives $U_v-U_W=c-h$ for every normalised $f$; the choice $d=+h$ gives $c+h$ in the same way. For exchange let $s(x)=+1$ where $f(x)g(x)\ge0$ and $-1$ elsewhere, and take $d(x,y)=h\,s(x)s(y)$ with $h\ge0$. Then $|d|=h$ and $fg\,s=|fg|$, so $J_v-J_W=h\big(\sum|fg|\big)^2$. This attains the first inequality of step 4, and it equals $h$ itself when $\sum|fg|=1$.

## Two sites, and signed against absolute charge

At $h=0$ the bounds read $J_W=J_v$ and $U_W=U_v-c$. A single site carries no orthonormal pair, since $f^2=g^2=1$ contradicts $fg=0$, so two sites is the smallest grid. There $f=(3/5,4/5)$ and $g=(4/5,-3/5)$ have $fg=(12/25,-12/25)$, with charge $0$ and absolute charge $24/25$.

This pair shows why the absolute values in step 2 matter. Writing $\sum fg$ in place of $\sum|fg|$ would make the bound zero and leave $J$ untouched by any bounded residual. The sign-aligned residual moves $J$ by $(24/25)^2h=576h/625$, a value obtained by inserting the pair into the sharpness formula and not stated as a theorem of its own.

## The Lean file

```lean
import Mathlib

open Finset

namespace ScreenedHubbardParameters

noncomputable section

variable {ι : Type*} [Fintype ι]

/-- Interaction integral `(p|k|q)` of two densities on the grid through the kernel `k`. -/
def interaction (k : ι → ι → ℝ) (p q : ι → ℝ) : ℝ := ∑ x, ∑ y, p x * k x y * q y

/-- Screened kernel `W = v - c - d`: the bare kernel lowered by a constant `c` and a residual `d`. -/
def screened (v : ι → ι → ℝ) (c : ℝ) (d : ι → ι → ℝ) : ι → ι → ℝ :=
  fun x y => v x y - c - d x y

/-- Direct repulsion `(f²|k|g²)` between the densities of orbitals `f` and `g`;
for `g = f` it is the self-repulsion of `f²`. -/
def direct (k : ι → ι → ℝ) (f g : ι → ℝ) : ℝ :=
  interaction k (fun x => f x ^ 2) (fun x => g x ^ 2)

/-- Exchange integral `(fg|k|fg)` of the overlap density of orbitals `f` and `g`. -/
def exchange (k : ι → ι → ℝ) (f g : ι → ℝ) : ℝ :=
  interaction k (fun x => f x * g x) (fun x => f x * g x)

/-- The real orbitals `f` and `g` are normalized and orthogonal on the grid. -/
def OrthonormalPair (f g : ι → ℝ) : Prop :=
  ∑ x, f x ^ 2 = 1 ∧ ∑ x, g x ^ 2 = 1 ∧ ∑ x, f x * g x = 0

/-- Screening lowers an interaction integral by `c` times the product of the total charges
plus the integral of the residual kernel. -/
theorem interaction_sub_screened (v d : ι → ι → ℝ) (c : ℝ) (p q : ι → ℝ) :
    interaction v p q - interaction (screened v c d) p q
      = c * ((∑ x, p x) * ∑ y, q y) + interaction d p q := by
  unfold interaction screened
  rw [Finset.sum_mul_sum, Finset.mul_sum, ← Finset.sum_sub_distrib, ← Finset.sum_add_distrib]
  refine Finset.sum_congr rfl fun x _ => ?_
  rw [Finset.mul_sum, ← Finset.sum_sub_distrib, ← Finset.sum_add_distrib]
  refine Finset.sum_congr rfl fun y _ => ?_
  ring

/-- A kernel bounded by `h` gives an integral bounded by `h` times the product of the
absolute charges of the two densities. -/
theorem abs_interaction_le {d : ι → ι → ℝ} {h : ℝ} (hd : ∀ x y, |d x y| ≤ h) (p q : ι → ℝ) :
    |interaction d p q| ≤ h * ((∑ x, |p x|) * ∑ y, |q y|) := by
  unfold interaction
  rw [Finset.sum_mul_sum, Finset.mul_sum]
  refine (Finset.abs_sum_le_sum_abs _ _).trans (Finset.sum_le_sum fun x _ => ?_)
  rw [Finset.mul_sum]
  refine (Finset.abs_sum_le_sum_abs _ _).trans (Finset.sum_le_sum fun y _ => ?_)
  rw [abs_mul, abs_mul]
  have h1 := mul_le_mul_of_nonneg_left (hd x y) (mul_nonneg (abs_nonneg (p x)) (abs_nonneg (q y)))
  linarith

/-- The absolute charge of the overlap density of two normalized orbitals is at most one. -/
theorem overlap_abs_charge_le_one {f g : ι → ℝ} (hf : ∑ x, f x ^ 2 = 1)
    (hg : ∑ x, g x ^ 2 = 1) : ∑ x, |f x * g x| ≤ 1 := by
  -- pointwise 2|fg| ≤ f² + g²
  have h1 : ∑ x, 2 * |f x * g x| ≤ ∑ x, (f x ^ 2 + g x ^ 2) := by
    refine Finset.sum_le_sum fun x _ => ?_
    rw [abs_mul]
    nlinarith [sq_nonneg (|f x| - |g x|), sq_abs (f x), sq_abs (g x)]
  rw [← Finset.mul_sum, Finset.sum_add_distrib, hf, hg] at h1
  linarith

/-- For orthogonal orbitals the exchange integral changes under screening by at most `h` times
the squared absolute charge of the overlap density, for every constant `c`. -/
theorem exchange_change_le (v : ι → ι → ℝ) {d : ι → ι → ℝ} (c : ℝ) {h : ℝ}
    (hd : ∀ x y, |d x y| ≤ h) {f g : ι → ℝ} (hfg : ∑ x, f x * g x = 0) :
    |exchange v f g - exchange (screened v c d) f g| ≤ h * (∑ x, |f x * g x|) ^ 2 := by
  unfold exchange
  -- the overlap density is neutral, so the constant drops out
  rw [interaction_sub_screened, hfg, mul_zero, mul_zero, zero_add, sq]
  exact abs_interaction_le hd _ _

/-- For normalized orbitals the direct repulsion drops under screening by `c` up to `h`. -/
theorem direct_drop (v : ι → ι → ℝ) {d : ι → ι → ℝ} (c : ℝ) {h : ℝ}
    (hd : ∀ x y, |d x y| ≤ h) {f g : ι → ℝ} (hf : ∑ x, f x ^ 2 = 1) (hg : ∑ x, g x ^ 2 = 1) :
    |direct v f g - direct (screened v c d) f g - c| ≤ h := by
  unfold direct
  have h1 := abs_interaction_le hd (fun x => f x ^ 2) (fun x => g x ^ 2)
  -- both densities are nonnegative with unit charge
  simp only [abs_sq] at h1
  rw [hf, hg] at h1
  rw [interaction_sub_screened, hf, hg]
  simpa using h1

/-- For orthonormal orbitals and `W = v - c - d` with `|d| ≤ h`, the exchange integral changes
by at most `h`, while the self-repulsion of `f²` drops by at least `c - h` and at most `c + h`. -/
theorem screening_exchange_and_self_repulsion (v : ι → ι → ℝ) {d : ι → ι → ℝ} (c : ℝ) {h : ℝ}
    (hd : ∀ x y, |d x y| ≤ h) {f g : ι → ℝ} (hon : OrthonormalPair f g) :
    |exchange v f g - exchange (screened v c d) f g| ≤ h ∧
      c - h ≤ direct v f f - direct (screened v c d) f f ∧
      direct v f f - direct (screened v c d) f f ≤ c + h := by
  obtain ⟨hf, hg, hfg⟩ := hon
  have hU := direct_drop v c hd hf hf
  have hh : 0 ≤ h := (abs_nonneg _).trans hU
  have hU' := abs_le.mp hU
  refine ⟨(exchange_change_le v c hd hfg).trans ?_, by linarith [hU'.1], by linarith [hU'.2]⟩
  have h0 : 0 ≤ ∑ x, |f x * g x| := Finset.sum_nonneg fun x _ => abs_nonneg _
  have h1 := pow_le_one₀ (n := 2) h0 (overlap_abs_charge_le_one hf hg)
  have h2 := mul_le_mul_of_nonneg_left h1 hh
  linarith

/-- For orthonormal orbitals, self-repulsion minus exchange drops under screening by `c`
up to `2h`. -/
theorem effective_parameter_drop (v : ι → ι → ℝ) {d : ι → ι → ℝ} (c : ℝ) {h : ℝ}
    (hd : ∀ x y, |d x y| ≤ h) {f g : ι → ℝ} (hon : OrthonormalPair f g) :
    |(direct v f f - exchange v f g)
      - (direct (screened v c d) f f - exchange (screened v c d) f g) - c| ≤ 2 * h := by
  obtain ⟨h1, h2, h3⟩ := screening_exchange_and_self_repulsion v c hd hon
  have h4 := abs_le.mp h1
  rw [abs_le]
  constructor <;> linarith [h4.1, h4.2]

/-- With the constant residual `d = -h` the self-repulsion of a normalized orbital drops by
exactly `c - h`. -/
theorem self_repulsion_drop_sharp (v : ι → ι → ℝ) (c h : ℝ) {f : ι → ℝ}
    (hf : ∑ x, f x ^ 2 = 1) :
    direct v f f - direct (screened v c fun _ _ => -h) f f = c - h := by
  have e : (screened v c fun _ _ => -h) = screened v (c - h) fun _ _ => 0 := by
    funext x y
    simp only [screened]
    ring
  unfold direct
  rw [e, interaction_sub_screened, hf]
  simp [interaction]

/-- Residual kernel `h s(x) s(y)`, where `s` is the sign of the density `p`
(taken as `+1` where `p` vanishes). -/
def alignedResidual (h : ℝ) (p : ι → ℝ) : ι → ι → ℝ :=
  fun x y => h * ((if 0 ≤ p x then 1 else -1) * (if 0 ≤ p y then 1 else -1))

/-- For `0 ≤ h`, the residual aligned with the sign of the overlap density has modulus `h`
everywhere, and for orthogonal orbitals it changes the exchange integral by exactly `h (∑|fg|)²`. -/
theorem exchange_change_sharp (v : ι → ι → ℝ) (c : ℝ) {h : ℝ} (hh : 0 ≤ h) {f g : ι → ℝ}
    (hfg : ∑ x, f x * g x = 0) :
    (∀ x y, |alignedResidual h (fun z => f z * g z) x y| = h) ∧
      exchange v f g - exchange (screened v c (alignedResidual h fun z => f z * g z)) f g
        = h * (∑ x, |f x * g x|) ^ 2 := by
  constructor
  · intro x y
    unfold alignedResidual
    split_ifs <;> simp [abs_of_nonneg hh]
  · have hs : ∀ t : ℝ, |t| = t * (if 0 ≤ t then 1 else -1) := by
      intro t
      split_ifs with ht
      · rw [abs_of_nonneg ht, mul_one]
      · rw [abs_of_neg (not_le.mp ht), mul_neg, mul_one]
    unfold exchange
    rw [interaction_sub_screened, hfg, mul_zero, mul_zero, zero_add, sq, Finset.sum_mul_sum,
      Finset.mul_sum]
    unfold interaction alignedResidual
    refine Finset.sum_congr rfl fun x _ => ?_
    rw [Finset.mul_sum]
    refine Finset.sum_congr rfl fun y _ => ?_
    rw [hs (f x * g x), hs (f y * g y)]
    beta_reduce
    generalize (if 0 ≤ f x * g x then (1 : ℝ) else -1) = a
    generalize (if 0 ≤ f y * g y then (1 : ℝ) else -1) = b
    ring

/-- On two sites the orbitals `(3/5, 4/5)` and `(4/5, -3/5)` are orthonormal, and their overlap
density has absolute charge `24/25`. -/
theorem orthonormalPair_witness :
    OrthonormalPair (![3 / 5, 4 / 5] : Fin 2 → ℝ) ![4 / 5, -3 / 5] ∧
      ∑ x, |(![3 / 5, 4 / 5] : Fin 2 → ℝ) x * (![4 / 5, -3 / 5] : Fin 2 → ℝ) x| = 24 / 25 := by
  unfold OrthonormalPair
  simp only [Fin.sum_univ_two, Matrix.cons_val_zero, Matrix.cons_val_one]
  refine ⟨⟨by norm_num, by norm_num, by norm_num⟩, ?_⟩
  rw [abs_of_nonneg (by norm_num), abs_of_nonpos (by norm_num)]
  norm_num

end

end ScreenedHubbardParameters
```

```lean
#print axioms ScreenedHubbardParameters.screening_exchange_and_self_repulsion
#print axioms ScreenedHubbardParameters.effective_parameter_drop
#print axioms ScreenedHubbardParameters.self_repulsion_drop_sharp
#print axioms ScreenedHubbardParameters.exchange_change_sharp
```

```
'ScreenedHubbardParameters.screening_exchange_and_self_repulsion' depends on axioms: [propext, Classical.choice, Quot.sound]
'ScreenedHubbardParameters.effective_parameter_drop' depends on axioms: [propext, Classical.choice, Quot.sound]
'ScreenedHubbardParameters.self_repulsion_drop_sharp' depends on axioms: [propext, Classical.choice, Quot.sound]
'ScreenedHubbardParameters.exchange_change_sharp' depends on axioms: [propext, Classical.choice, Quot.sound]
```

## How the lemmas follow the steps

`interaction_sub_screened` is step 1. `Finset.sum_mul_sum` turns the product of charges into a double sum, and `ring` checks the identity term by term. `abs_interaction_le` is step 2, applying `Finset.abs_sum_le_sum_abs` once per summation and `hd x y` to each term. In `overlap_abs_charge_le_one`, `nlinarith` receives the square of $|f(x)|-|g(x)|$, as in step 3.

`exchange_change_le` rewrites with `hfg` to remove the constant and needs only orthogonality. `direct_drop` removes the absolute values by `abs_sq` and needs only normalisation. The main theorem combines the two. It does not assume $h\ge0$ but reads `hh` off `hU`, where $h$ bounds an absolute value, and then multiplies $\big(\sum|fg|\big)^2\le1$, from `pow_le_one₀`, by $h$. `effective_parameter_drop` opens the absolute values with `abs_le` and adds the inequalities by `linarith`.

`self_repulsion_drop_sharp` absorbs $-h$ into the constant, leaving a zero residual. In `exchange_change_sharp`, built on `alignedResidual`, the local identity `hs` writes $|t|$ as a real number $t$ times its sign; the two signs are then generalised to variables `a` and `b`, and `ring` matches the terms. `orthonormalPair_witness` expands the sums over the sites $0$ and $1$ of `Fin 2` and evaluates them with `norm_num`.
